# Where the curvature of the mean-field Blume–Capel free energy vanishes at the disordered state, that state is a strict local minimum exactly when the relative weight of the magnetic states is at least 1/2

In a magnet whose spins take the values −1, 0 and 1, is the disordered state stable at a point where the quadratic term of the mean-field free energy vanishes? The second derivative gives no answer there, so stability needs a definition that does not use it. The choice made here is to compare values: the disordered state is a strict local minimum if every sufficiently close, different state has a strictly higher free energy. This definition also applies at the tricritical point, where the quartic term vanishes as well.

```lean
import Mathlib

open Filter Topology

namespace BlumeCapelTricritical

noncomputable section
```

## The free energy of one spin in its molecular field

Let \(J\) be the exchange coupling, \(z\) the number of neighbours, \(\Delta\) the energy cost of a magnetic state \(s=\pm1\), and \(m\) the mean-field magnetization. At temperature \(T\), put

\[
K=\frac{zJ}{k_BT},\qquad D=\frac{\Delta}{k_BT},\qquad y=Km,\qquad w=2e^{-D}.
\]

The mean-field free energy per spin, in units of \(k_BT\), is

\[
f(y)=\frac{y^2}{2K}-\log(1+w\cosh y).
\]

```lean
/-- Mean-field Blume-Capel free energy at reduced field `y`, with reduced coupling `K ≠ 0`
and weight `w > 0` of the magnetic states. -/
def freeEnergy (K w y : ℝ) : ℝ := y ^ 2 / (2 * K) - Real.log (1 + w * Real.cosh y)
```

Here "field" means the reduced molecular field \(y\), not an applied field. The number \(w\) is the total weight of the two magnetic states at \(y=0\), relative to the state \(s=0\). All arguments of `freeEnergy K w y` are real numbers. The reduction of the interacting lattice to this one-variable function is the mean-field approximation, which is assumed and not derived.

The coupling at which the curvature at \(y=0\) will turn out to vanish is

\[
K_c=\frac{1+w}{w}.
\]

```lean
/-- The critical coupling `(1 + w) / w`, for `w > 0`. -/
def criticalCoupling (w : ℝ) : ℝ := (1 + w) / w
```

The name `criticalCoupling`, and the term "critical line" used below for the whole line \(K=K_c\), refer only to this vanishing curvature. For \(w<1/2\) the line \(K=K_c\) is where the disordered state loses its metastability as \(K\) increases at fixed \(w\), not where the equilibrium transition takes place.

On that line the sign of the slope will be carried by

\[
G(y)=y(1+w\cosh y)-(1+w)\sinh y .
\]

```lean
/-- The function `y (1 + w cosh y) - (1 + w) sinh y`, the numerator of the slope of the
free energy on the critical line up to a factor `w`. -/
def balance (w y : ℝ) : ℝ := y * (1 + w * Real.cosh y) - (1 + w) * Real.sinh y
```

The logarithm in \(f\) comes from the sum over the three spin values:

\[
\sum_{s=-1,0,1}e^{ys-Ds^2}=1+e^{-D}(e^y+e^{-y})=1+2e^{-D}\cosh y .
\]

```lean
/-- The partition sum of one spin with values -1, 0, 1 in a field `y` with anisotropy `D`
is `1 + w cosh y` with `w = 2 exp (-D)`. -/
theorem spin_sum (D y : ℝ) :
    ∑ s ∈ ({-1, 0, 1} : Finset ℤ), Real.exp (y * (s : ℝ) - D * (s : ℝ) ^ 2)
      = 1 + 2 * Real.exp (-D) * Real.cosh y := by
  have h1 : Real.exp (y * ((-1 : ℤ) : ℝ) - D * ((-1 : ℤ) : ℝ) ^ 2)
      = Real.exp (-D) * Real.exp (-y) := by
    rw [← Real.exp_add]; congr 1; push_cast; ring
  have h2 : Real.exp (y * ((0 : ℤ) : ℝ) - D * ((0 : ℤ) : ℝ) ^ 2) = 1 := by simp
  have h3 : Real.exp (y * ((1 : ℤ) : ℝ) - D * ((1 : ℤ) : ℝ) ^ 2)
      = Real.exp (-D) * Real.exp y := by
    rw [← Real.exp_add]; congr 1; push_cast; ring
  rw [Finset.sum_insert (by decide), Finset.sum_insert (by decide), Finset.sum_singleton,
    h1, h2, h3, Real.cosh_eq]
  ring
```

The proof evaluates the three terms separately and adds them. Every finite \(D\) gives \(w>0\), which is the hypothesis of the later theorems; \(w=1/2\) corresponds to \(D=\log 4\) and \(K_c=3\).

## From the sign of a slope to an inequality

If \(F'>0\) between 0 and \(b>0\), the mean value theorem supplies a \(c\) with \(0<c<b\) and

\[
F(b)-F(0)=b\,F'(c)>0 .
\]

```lean
/-- A differentiable function whose slope is positive between 0 and `b > 0` is larger at `b`
than at 0. -/
theorem lt_of_slope_pos {F F' : ℝ → ℝ} (h : ∀ x, HasDerivAt F (F' x) x) {b : ℝ} (hb : 0 < b)
    (hp : ∀ x, 0 < x → x < b → 0 < F' x) : F 0 < F b := by
  obtain ⟨c, hc, he⟩ := exists_hasDerivAt_eq_slope F F' hb
    (fun x _ => (h x).continuousAt.continuousWithinAt) (fun x _ => h x)
  have h1 := hp c hc.1 hc.2
  rw [he, sub_zero] at h1
  have h2 := mul_pos h1 hb
  rw [div_mul_cancel₀ _ hb.ne'] at h2
  linarith
```

This lemma replaces a Taylor expansion throughout. It is applied to \(f\), to \(G\), to their negatives and to \(x\cosh x-\sinh x\).

## Slope and curvature

Differentiation gives

\[
f'(y)=\frac{y}{K}-\frac{w\sinh y}{1+w\cosh y}.
\]

The subtracted fraction is the magnetization of a single spin in the field \(y\), so \(f'=0\) is the self-consistency equation.

```lean
/-- For `w > 0` the slope of the free energy is `y / K` minus the magnetization
`w sinh y / (1 + w cosh y)` of a single spin in the field `y`. -/
theorem hasDerivAt_freeEnergy {w : ℝ} (hw : 0 < w) (K y : ℝ) :
    HasDerivAt (freeEnergy K w)
      (y / K - w * Real.sinh y / (1 + w * Real.cosh y)) y := by
  have hc := Real.cosh_pos y
  have hne : 1 + w * Real.cosh y ≠ 0 := by positivity
  have h1 : HasDerivAt (fun x : ℝ => x ^ 2 / (2 * K)) (y / K) y := by
    refine ((hasDerivAt_pow 2 y).div_const (2 * K)).congr_deriv ?_
    show ((2 : ℕ) : ℝ) * y ^ 1 / (2 * K) = y / K
    push_cast
    ring
  have h2 : HasDerivAt (fun x : ℝ => 1 + w * Real.cosh x) (w * Real.sinh y) y :=
    ((Real.hasDerivAt_cosh y).const_mul w).const_add 1
  exact h1.fun_sub (h2.log hne)
```

Differentiating again at \(y=0\), where \(\sinh 0=0\) and \(\cosh 0=1\), gives

\[
f''(0)=\frac1K-\frac{w}{1+w}.
\]

For positive \(K\) and \(w\) this is positive exactly when \(K<K_c\) and zero exactly when \(K=K_c\).

```lean
/-- For `K, w > 0` the curvature of the free energy at zero field is positive exactly below the
critical coupling, and vanishes exactly at it. -/
theorem curvature_zero_field {K w : ℝ} (hK : 0 < K) (hw : 0 < w) :
    (0 < deriv (deriv (freeEnergy K w)) 0 ↔ K < criticalCoupling w) ∧
    (deriv (deriv (freeEnergy K w)) 0 = 0 ↔ K = criticalCoupling w) := by
  have hw1 : 0 < 1 + w := by positivity
  have e : deriv (freeEnergy K w)
      = fun y => y / K - w * Real.sinh y / (1 + w * Real.cosh y) :=
    funext fun y => (hasDerivAt_freeEnergy hw K y).deriv
  have hd : HasDerivAt (deriv (freeEnergy K w)) (1 / K - w / (1 + w)) 0 := by
    rw [e]
    have h2 : HasDerivAt (fun x : ℝ => 1 + w * Real.cosh x) (w * Real.sinh 0) 0 :=
      ((Real.hasDerivAt_cosh 0).const_mul w).const_add 1
    have h3 : HasDerivAt (fun x : ℝ => w * Real.sinh x) (w * Real.cosh 0) 0 :=
      (Real.hasDerivAt_sinh 0).const_mul w
    have hne : 1 + w * Real.cosh 0 ≠ 0 := by rw [Real.cosh_zero, mul_one]; exact hw1.ne'
    refine (((hasDerivAt_id' (0 : ℝ)).div_const K).fun_sub (h3.fun_div h2 hne)).congr_deriv ?_
    rw [Real.cosh_zero, Real.sinh_zero]
    congr 1
    rw [div_eq_div_iff (by positivity) hw1.ne']
    ring
  rw [hd.deriv, criticalCoupling]
  constructor
  · rw [sub_pos, div_lt_div_iff₀ hw1 hK, lt_div_iff₀ hw]
    constructor <;> intro h <;> linarith
  · rw [sub_eq_zero, div_eq_div_iff hK.ne' hw1.ne', eq_div_iff hw.ne']
    constructor <;> intro h <;> linarith
```

The second derivative is written as `deriv (deriv (freeEnergy K w)) 0`. The proof computes it with the quotient rule, then clears denominators to obtain the two equivalences.

## The slope on the critical line

At \(K=K_c\) the slope becomes

\[
f'(y)=\frac{w\,G(y)}{(1+w)(1+w\cosh y)},
\]

so \(f'\) and \(G\) have the same sign. Since \(G(0)=0\), the sign of \(G\) follows from that of its derivative. With \(\cosh y-1=2\sinh^2(y/2)\) and \(\sinh y=2\sinh(y/2)\cosh(y/2)\),

\[
\begin{aligned}
G'(y)&=1-\cosh y+wy\sinh y\\
&=2\sinh\tfrac y2\left(wy\cosh\tfrac y2-\sinh\tfrac y2\right).
\end{aligned}
\]

```lean
/-- The derivative of the balance function, factorized by half-angle formulas. -/
theorem hasDerivAt_balance (w y : ℝ) :
    HasDerivAt (balance w)
      (2 * Real.sinh (y / 2) * (w * y * Real.cosh (y / 2) - Real.sinh (y / 2))) y := by
  have h2 : HasDerivAt (fun x : ℝ => 1 + w * Real.cosh x) (w * Real.sinh y) y :=
    ((Real.hasDerivAt_cosh y).const_mul w).const_add 1
  have h := ((hasDerivAt_id' y).fun_mul h2).fun_sub ((Real.hasDerivAt_sinh y).const_mul (1 + w))
  refine h.congr_deriv ?_
  have hc : Real.cosh y = Real.cosh (y / 2) ^ 2 + Real.sinh (y / 2) ^ 2 := by
    rw [← Real.cosh_two_mul]; congr 1; ring
  have hs : Real.sinh y = 2 * Real.sinh (y / 2) * Real.cosh (y / 2) := by
    rw [← Real.sinh_two_mul]; congr 1; ring
  linear_combination -hc + y * w * hs - Real.cosh_sq (y / 2)
```

The final `linear_combination` inserts the half-angle identities.

## Magnetic weight at least 1/2

For \(x>0\), the function \(x\cosh x-\sinh x\) vanishes at 0 and has derivative \(x\sinh x>0\), so \(\sinh x<x\cosh x\). Take \(w\ge1/2\), \(y>0\) and \(x=y/2\). Then

\[
wy\cosh\tfrac y2\ \ge\ \tfrac y2\cosh\tfrac y2\ >\ \sinh\tfrac y2 ,
\]

hence \(G'>0\) and \(G>0\) for all positive fields. If \(0<K\le K_c\), then \(Kw\le1+w\), and

\[
y(1+w\cosh y)>(1+w)\sinh y\ge Kw\sinh y .
\]

Dividing by \(K(1+w\cosh y)\) gives \(f'(y)>0\), so \(f(y)>f(0)\). Since \(f\) is even, the same holds for negative \(y\).

```lean
/-- For `w ≥ 1/2` and `0 < K ≤ (1 + w) / w`, zero field is the unique global minimum of the
free energy. -/
theorem unique_global_min {K w y : ℝ} (hw : 1 / 2 ≤ w) (hK : 0 < K)
    (hKc : K ≤ criticalCoupling w) (hy : y ≠ 0) : freeEnergy K w 0 < freeEnergy K w y := by
  have hw0 : 0 < w := by linarith
  -- sinh x < x cosh x for positive x
  have hsc : ∀ x : ℝ, 0 < x → Real.sinh x < x * Real.cosh x := by
    intro x hx
    have h := lt_of_slope_pos (F := fun t => t * Real.cosh t - Real.sinh t)
      (F' := fun t => t * Real.sinh t)
      (fun t => (((hasDerivAt_id' t).fun_mul (Real.hasDerivAt_cosh t)).fun_sub
        (Real.hasDerivAt_sinh t)).congr_deriv (by ring)) hx
      (fun t ht _ => mul_pos ht (Real.sinh_pos_iff.2 ht))
    simp only [Real.sinh_zero, zero_mul, sub_zero] at h
    linarith
  -- hence the balance function is positive for positive fields
  have hG : ∀ x : ℝ, 0 < x → 0 < balance w x := by
    intro x hx
    have h := lt_of_slope_pos (hasDerivAt_balance w) hx (fun t ht _ => by
      have h1 := hsc (t / 2) (by linarith)
      have h2 := mul_nonneg (mul_nonneg (sub_nonneg.2 hw) ht.le) (Real.cosh_pos (t / 2)).le
      have h3 : 0 < Real.sinh (t / 2) := Real.sinh_pos_iff.2 (by linarith)
      exact mul_pos (by linarith) (by nlinarith))
    simpa [balance] using h
  have h := lt_of_slope_pos (hasDerivAt_freeEnergy hw0 K) (abs_pos.2 hy) (fun x hx _ => by
    have hc := Real.cosh_pos x
    have hb := hG x hx
    rw [criticalCoupling, le_div_iff₀ hw0] at hKc
    have h1 := mul_nonneg (sub_nonneg.2 hKc) (Real.sinh_pos_iff.2 hx).le
    rw [sub_pos, div_lt_div_iff₀ (by positivity) hK]
    unfold balance at hb
    nlinarith)
  simpa only [freeEnergy, sq_abs, Real.cosh_abs] using h
```

The steps `hsc` and `hG` are the inequalities for \(\sinh x\) and \(G\). The slope lemma is then applied on the interval from 0 to \(|y|\), and the last line uses evenness to return to \(y\). The conclusion is global: every nonzero field has a higher free energy than zero field, including at \(w=1/2\) and \(K=3\).

## Magnetic weight below 1/2

For \(0<w<1/2\), continuity gives \(2w\cosh(|y|/2)<1\) for all \(y\) close enough to 0. For such a nonzero \(y\) and \(0<t<|y|\),

\[
wt\cosh\tfrac t2=\tfrac t2\left(2w\cosh\tfrac t2\right)<\tfrac t2<\sinh\tfrac t2 .
\]

Now \(G'(t)<0\), so \(G<0\) and \(f'<0\) between 0 and \(|y|\), and therefore \(f(y)<f(0)\).

```lean
/-- On the critical line with `0 < w < 1/2`, zero field is a strict local maximum of the
free energy. -/
theorem strict_local_max {w : ℝ} (hw : 0 < w) (hw2 : w < 1 / 2) :
    ∀ᶠ y in 𝓝[≠] (0 : ℝ),
      freeEnergy (criticalCoupling w) w y < freeEnergy (criticalCoupling w) w 0 := by
  have hcont : Continuous (fun y : ℝ => 2 * w * Real.cosh (|y| / 2)) :=
    continuous_const.mul (Real.continuous_cosh.comp (continuous_abs.div_const 2))
  have h0 : 2 * w * Real.cosh (|(0 : ℝ)| / 2) < 1 := by
    rw [abs_zero, zero_div, Real.cosh_zero]; linarith
  have ev : ∀ᶠ y in 𝓝 (0 : ℝ), 2 * w * Real.cosh (|y| / 2) < 1 :=
    (hcont.tendsto 0).eventually_lt_const h0
  filter_upwards [ev.filter_mono nhdsWithin_le_nhds, self_mem_nhdsWithin] with y hy hy0
  -- the balance function is negative between 0 and |y|
  have hG : ∀ x : ℝ, 0 < x → x < |y| → balance w x < 0 := by
    intro x hx hxy
    have h := lt_of_slope_pos (fun t => (hasDerivAt_balance w t).fun_neg) hx (fun t ht htx => by
      have hc : Real.cosh (t / 2) ≤ Real.cosh (|y| / 2) := Real.cosh_le_cosh.2 (by
        rw [abs_of_pos (by linarith : 0 < t / 2), abs_of_pos (by linarith : 0 < |y| / 2)]
        linarith)
      have h1 := mul_le_mul_of_nonneg_left hc (by positivity : 0 ≤ 2 * w)
      have h2 : t / 2 < Real.sinh (t / 2) := Real.self_lt_sinh_iff.2 (by linarith)
      have h3 := mul_pos ht (by linarith : 0 < 1 - 2 * w * Real.cosh (t / 2))
      have h4 : 0 < Real.sinh (t / 2) - w * t * Real.cosh (t / 2) := by nlinarith
      have h5 := mul_pos (by linarith : 0 < Real.sinh (t / 2)) h4
      nlinarith)
    simpa [balance] using h
  have h := lt_of_slope_pos
    (fun x => (hasDerivAt_freeEnergy hw (criticalCoupling w) x).fun_neg)
    (abs_pos.2 hy0) (fun x hx hxy => by
      have hc := Real.cosh_pos x
      have hb := hG x hx hxy
      unfold balance at hb
      rw [neg_pos, sub_neg, criticalCoupling, div_div_eq_mul_div,
        div_lt_div_iff₀ (by positivity) (by positivity)]
      nlinarith [mul_pos hw (neg_pos.2 hb)])
  have h' := neg_lt_neg_iff.1 h
  simpa only [freeEnergy, sq_abs, Real.cosh_abs] using h'
```

The expression `∀ᶠ y in 𝓝[≠] (0 : ℝ)` reads "for all \(y\) sufficiently near 0 and different from 0". In the proof, `ev` is the continuity statement, and the slope lemma is applied to \(-G\) and then to \(-f\).

## The change at the tricritical point

For \(w\ge1/2\), the global result at \(K=K_c\) contains the local one. Conversely, if zero were a strict local minimum with \(w<1/2\), it would also be a strict local maximum. Some nonzero \(y\) near 0 would then satisfy both \(f(0)<f(y)\) and \(f(y)<f(0)\), which is impossible.

```lean
/-- Blume-Capel tricriticality: on the critical line with `w > 0`, zero field is a strict local
minimum of the free energy if and only if `w ≥ 1/2`, and a strict local maximum if `w < 1/2`. -/
theorem tricriticality {w : ℝ} (hw : 0 < w) :
    ((∀ᶠ y in 𝓝[≠] (0 : ℝ),
      freeEnergy (criticalCoupling w) w 0 < freeEnergy (criticalCoupling w) w y) ↔ 1 / 2 ≤ w) ∧
    (w < 1 / 2 → ∀ᶠ y in 𝓝[≠] (0 : ℝ),
      freeEnergy (criticalCoupling w) w y < freeEnergy (criticalCoupling w) w 0) := by
  refine ⟨⟨fun h => ?_, fun h => ?_⟩, strict_local_max hw⟩
  · by_contra hlt
    obtain ⟨y, h1, h2⟩ := (h.and (strict_local_max hw (not_le.1 hlt))).exists
    exact lt_asymm h1 h2
  · filter_upwards [self_mem_nhdsWithin] with y hy
    exact unique_global_min h (div_pos (by linarith) hw) le_rfl hy
```

The theorem takes any \(w>0\) and fixes \(K=K_c\). Its first part is the equivalence between a strict local minimum and \(w\ge1/2\); its second part is the strict local maximum for \(w<1/2\).

## A lower state while zero field is still metastable

Let \(0<w<1/2\) and choose \(y\) with \(f(y)<f(0)\) at \(K_c\). The value \(f(0)=-\log(1+w)\) does not depend on \(K\), and \(f(y)\) is continuous in \(K\) near \(K_c\). The inequality therefore survives at some positive \(K<K_c\), where \(f''(0)>0\).

```lean
/-- For `0 < w < 1/2` there is a positive coupling below the critical one at which some field
has lower free energy than zero field. -/
theorem lower_state_below_critical {w : ℝ} (hw : 0 < w) (hw2 : w < 1 / 2) :
    ∃ K, 0 < K ∧ K < criticalCoupling w ∧ ∃ y, freeEnergy K w y < freeEnergy K w 0 := by
  obtain ⟨y, hy⟩ := (strict_local_max hw hw2).exists
  have hKc : 0 < criticalCoupling w := div_pos (by linarith) hw
  have hz : ∀ K, freeEnergy K w 0 = -Real.log (1 + w) := by intro K; simp [freeEnergy]
  rw [hz] at hy
  -- the inequality on the critical line persists at slightly smaller coupling
  have hcont : ContinuousAt (fun K => freeEnergy K w y) (criticalCoupling w) := by
    unfold freeEnergy
    exact (continuousAt_const.div (continuousAt_const.mul continuousAt_id)
      (mul_pos two_pos hKc).ne').sub continuousAt_const
  have ev := (hcont.tendsto.eventually_lt_const hy).and (eventually_gt_nhds hKc)
  have hlt : ∀ᶠ K in 𝓝[<] (criticalCoupling w), K < criticalCoupling w := self_mem_nhdsWithin
  obtain ⟨K, ⟨h1, h2⟩, h3⟩ := ((ev.filter_mono nhdsWithin_le_nhds).and hlt).exists
  exact ⟨K, h2, h3, y, by rw [hz]; exact h1⟩

end

end BlumeCapelTricritical
```

The theorem gives the existence of such a coupling. It does not locate the first-order transition, at which the ordered and disordered minima have equal free energy.

In a mean-field simulation with this single order parameter, the effect appears as a dependence on the starting value. Take \(w=1/4\), so that \(K_c=5\), and \(K=4.8\). The self-consistency iteration

\[
y\ \mapsto\ \frac{Kw\sinh y}{1+w\cosh y}
\]

has slope \(Kw/(1+w)=0.96\) at zero, so a small initial field decays to the disordered state. Yet \(f(0)\approx-0.223\) and \(f(2)\approx-0.246\), and an iteration started at \(y=2\) grows to an ordered solution near \(y=4.35\). These numbers are direct evaluations of the formulas, separate from the Lean proofs.

```lean
#print axioms BlumeCapelTricritical.spin_sum
-- 'BlumeCapelTricritical.spin_sum' depends on axioms: [propext, Classical.choice, Quot.sound]
#print axioms BlumeCapelTricritical.curvature_zero_field
-- 'BlumeCapelTricritical.curvature_zero_field' depends on axioms: [propext, Classical.choice, Quot.sound]
#print axioms BlumeCapelTricritical.tricriticality
-- 'BlumeCapelTricritical.tricriticality' depends on axioms: [propext, Classical.choice, Quot.sound]
#print axioms BlumeCapelTricritical.lower_state_below_critical
-- 'BlumeCapelTricritical.lower_state_below_critical' depends on axioms: [propext, Classical.choice, Quot.sound]
```
